# Trial frequencies that put Feynman's polaron energy below $-\alpha$ at any given coupling

A numerical calculation of the Feynman polaron energy minimises a function $E(v,w)$ of two trial frequencies, and the search needs a starting pair. Energies are given here in units of the phonon energy and frequencies in units of the phonon frequency. On the line $v=w$ the energy at dimensionless Fröhlich coupling $\alpha>0$ is $-\alpha$ whatever $w$ is, so moving along that line gains nothing. A start slightly above it, at $v>w$, already has a lower energy, and the result below gives a range of $v$, depending on $\alpha$ and $w$, that is certain to work. For $\alpha=1$ and $w=3$, any $v$ with $3<v\le 3+\tfrac16$ will do. From $v=3.1$, a descent that accepts only lower energies stays below $-1$.

## First-order gain against second-order cost

An electron in a polar crystal drags a cloud of lattice polarisation with it. Feynman's trial model replaces the cloud by one fictitious particle bound to the electron by a spring. The particle oscillates at frequency $w$ when the electron is held fixed, and the pair vibrates at the higher frequency $v$ when both are free to move. Both are measured in units of the phonon frequency. In units of the phonon energy, at coupling $\alpha$,

$$E(v,w)=\frac{3(v-w)^2}{4v}-A,\qquad A=\frac{\alpha v}{\sqrt\pi}\int_0^\infty\frac{e^{-s}}{\sqrt{D(s)}}\,ds,$$

$$D(s)=w^2s+\frac{(v^2-w^2)(1-e^{-vs})}{v}.$$

The Lee–Low–Pines energy, an earlier variational upper bound for the polaron at rest, is $-\alpha$. The claim is that, for $\alpha,w>0$,

$$0<v-w\le\frac{\alpha}{3}\Bigl(1-\frac1{\sqrt{1+w}}\Bigr)\quad\Longrightarrow\quad E(v,w)<-\alpha .$$

**Bounding $D$.** The function $f(x)=(2+x)e^{-x}+x$ has $f'(x)=1-(1+x)e^{-x}\ge0$, because $e^x\ge1+x$. Hence $f(x)\ge f(0)=2$ for $x\ge0$, which rearranges to

$$\frac{x(1-e^{-x})}{2}\le x-(1-e^{-x}).$$

Put $x=vs$ and divide by $v$ to get $(1-e^{-vs})/v\le s-s(1-e^{-vs})/2$. With

$$y=\tfrac14\Bigl(1-\frac{w^2}{v^2}\Bigr)(1-e^{-vs})\ge0,$$

this gives $D(s)\le v^2s(1-2y)$.

**Bounding the integrand.** Since $(1+y)^2(1-2y)=1-3y^2-2y^3\le1$, we have $(1+y)^2D\le v^2s$, so $v/\sqrt{D}\ge(1+y)/\sqrt s$.

**Integrating.** The substitution $s=u^2$ gives $\int_0^\infty e^{-rs}s^{-1/2}ds=\sqrt{\pi/r}$ for $r>0$. Using it at $r=1$ and $r=1+v$,

$$A\ge\alpha\Bigl[1+\tfrac14\Bigl(1-\frac{w^2}{v^2}\Bigr)\Bigl(1-\frac1{\sqrt{1+v}}\Bigr)\Bigr].$$

**Comparing.** Because $v>w$, the condition on $v-w$ implies $\alpha(1-1/\sqrt{1+v})\ge3(v-w)$. Therefore

$$E+\alpha\le\frac{3(v-w)^2}{4v}-\frac{3(v-w)(v^2-w^2)}{4v^2}=-\frac{3w(v-w)^2}{4v^2}<0 .$$

## The energy as a Lean definition

All quantities are real numbers.

```lean
import Mathlib

open Real MeasureTheory Set

namespace FeynmanPolaronWeakCoupling

noncomputable section
```

In units where $\hbar$, the band mass and the phonon frequency are 1, $D(s)$ is $v^2$ times the mean-square displacement per Cartesian component over imaginary time $s$. A free electron therefore has $D=v^2s$.

```lean
/-- The function `D(s)`: `v²` times the electron's mean-square displacement per Cartesian component
over imaginary time `s ≥ 0`, in Feynman's trial model with frequencies `v, w > 0` (units: `ħ`, the
band mass and the phonon frequency are 1). -/
def pathSpread (v w s : ℝ) : ℝ :=
  w ^ 2 * s + (v ^ 2 - w ^ 2) * (1 - exp (-(v * s))) / v
```

The next two definitions are $A$ and $E$. They describe one electron in three dimensions at zero temperature, coupled to phonons of a single frequency.

```lean
/-- The electron-phonon term `A` at coupling `α`, for trial frequencies `v, w > 0`, in units of the
phonon energy. It is subtracted in Feynman's variational energy. -/
def interactionTerm (α v w : ℝ) : ℝ :=
  α * v / √π * ∫ s in Ioi (0 : ℝ), exp (-s) / √(pathSpread v w s)

/-- Feynman's variational polaron energy at coupling `α` for trial frequencies `v, w > 0`, in units
of the phonon energy. -/
def feynmanEnergy (α v w : ℝ) : ℝ :=
  3 * (v - w) ^ 2 / (4 * v) - interactionTerm α v w
```

For $v,w>0$, that $E(v,w)$ is an upper bound on the true ground-state energy of the Fröhlich Hamiltonian follows from Feynman's path-integral inequality. This is the step from the definitions to the crystal, and it is taken from physics. The theorems compare two numbers, $E(v,w)$ and $-\alpha$.

## Bounds on the path and the integrand

The first lemma is the inequality in $x$. `hd` computes $f'$, `hm` shows that $f$ is monotone, and comparison with $f(0)$ finishes.

```lean
/-- For `x ≥ 0`, the amount by which `1 - exp (-x)` lags behind linear growth is at least
`x (1 - exp (-x)) / 2`. -/
theorem retardation_bound {x : ℝ} (hx : 0 ≤ x) :
    x * (1 - exp (-x)) / 2 ≤ x - (1 - exp (-x)) := by
  have hd : ∀ y : ℝ, HasDerivAt (fun y : ℝ => (2 + y) * exp (-y) + y)
      (1 - (1 + y) * exp (-y)) y := by
    intro y
    have h1 : HasDerivAt (fun y : ℝ => 2 + y) 1 y := (hasDerivAt_id y).const_add 2
    have h2 : HasDerivAt (fun y : ℝ => exp (-y)) (exp (-y) * (-1)) y :=
      (hasDerivAt_neg y).exp
    exact ((h1.fun_mul h2).fun_add (hasDerivAt_id y)).congr_deriv (by ring)
  have hm : Monotone (fun y : ℝ => (2 + y) * exp (-y) + y) := by
    apply monotone_of_deriv_nonneg (fun y => (hd y).differentiableAt)
    intro y
    rw [(hd y).deriv]
    have h3 : exp y * exp (-y) = 1 := by rw [← exp_add]; simp
    have h4 := mul_le_mul_of_nonneg_right (add_one_le_exp y) (exp_pos (-y)).le
    linarith
  have h := hm hx
  simp only [neg_zero, exp_zero] at h
  linarith
```

The Gaussian-type integral comes from Mathlib's Gamma-function formula. Integrability is then read off from the value: Lean assigns the integral zero to a non-integrable function, and $\sqrt\pi/\sqrt r$ is positive.

```lean
/-- For a decay rate `r > 0`, the function `exp (-r s) / √s` is integrable over `s > 0`,
with integral `√π / √r`. -/
theorem free_path_integral {r : ℝ} (hr : 0 < r) :
    IntegrableOn (fun s : ℝ => exp (-(r * s)) / √s) (Ioi 0) ∧
      ∫ s in Ioi (0 : ℝ), exp (-(r * s)) / √s = √π / √r := by
  have hval : ∫ s in Ioi (0 : ℝ), exp (-(r * s)) / √s = √π / √r := by
    have h := Real.integral_rpow_mul_exp_neg_mul_Ioi (a := 1 / 2) (by norm_num) hr
    rw [Real.Gamma_one_half_eq, ← Real.sqrt_eq_rpow (1 / r)] at h
    calc ∫ s in Ioi (0 : ℝ), exp (-(r * s)) / √s
        = ∫ s in Ioi (0 : ℝ), s ^ ((1 / 2 : ℝ) - 1) * exp (-(r * s)) := by
          refine setIntegral_congr_fun measurableSet_Ioi (fun s hs => ?_)
          have hs' : 0 < s := hs
          have h1 : s ^ ((1 / 2 : ℝ) - 1) = (√s)⁻¹ := by
            rw [Real.sqrt_eq_rpow, ← Real.rpow_neg hs'.le]
            norm_num
          simp only [h1]
          ring
      _ = √(1 / r) * √π := h
      _ = √π / √r := by
          rw [Real.sqrt_div zero_le_one, Real.sqrt_one]
          ring
  refine ⟨?_, hval⟩
  -- a non-integrable function would have integral zero in Lean
  by_contra hn
  have h0 : ∫ s in Ioi (0 : ℝ), exp (-(r * s)) / √s = 0 := integral_undef hn
  have hpos : 0 < √π / √r := div_pos (sqrt_pos.2 pi_pos) (sqrt_pos.2 hr)
  linarith
```

Dropping the non-negative second term of $D$ leaves $w^2s\le D(s)$. The value $w^2s$ belongs to free motion with the total mass of electron and fictitious particle, which is $(v/w)^2$ in units of the band mass.

```lean
/-- For `0 < w ≤ v` and `s ≥ 0`, `pathSpread v w s` is at least `w² s`. -/
theorem free_le_pathSpread {v w s : ℝ} (hw : 0 < w) (hwv : w ≤ v) (hs : 0 ≤ s) :
    w ^ 2 * s ≤ pathSpread v w s := by
  have hv : 0 < v := hw.trans_le hwv
  have h1 : 0 ≤ v ^ 2 - w ^ 2 := by nlinarith
  have h2 : exp (-(v * s)) ≤ 1 := exp_le_one_iff.2 (by nlinarith [mul_nonneg hv.le hs])
  have h3 := div_nonneg (mul_nonneg h1 (sub_nonneg.2 h2)) hv.le
  unfold pathSpread
  linarith
```

This lower bound dominates the integrand of $A$ by $e^{-s}/(w\sqrt s)$, so the integral in the definition converges.

```lean
/-- For `0 < w ≤ v`, the integrand of the electron-phonon term is integrable over `s > 0`. -/
theorem integrable_interaction {v w : ℝ} (hw : 0 < w) (hwv : w ≤ v) :
    IntegrableOn (fun s : ℝ => exp (-s) / √(pathSpread v w s)) (Ioi 0) := by
  have hc : Continuous (fun s : ℝ => pathSpread v w s) := by
    unfold pathSpread
    fun_prop
  have hm : Measurable (fun s : ℝ => exp (-s) / √(pathSpread v w s)) :=
    (Real.continuous_exp.comp continuous_neg).measurable.div
      (Real.continuous_sqrt.comp hc).measurable
  refine Integrable.mono' ((free_path_integral one_pos).1.const_mul (1 / w))
    hm.aestronglyMeasurable ?_
  refine (ae_restrict_iff' measurableSet_Ioi).2 (Filter.Eventually.of_forall fun s hs => ?_)
  have hs' : 0 < s := hs
  have hle := Real.sqrt_le_sqrt (free_le_pathSpread hw hwv hs'.le)
  rw [Real.sqrt_mul (sq_nonneg w), Real.sqrt_sq hw.le] at hle
  have hp : 0 < w * √s := mul_pos hw (sqrt_pos.2 hs')
  rw [Real.norm_of_nonneg (by positivity)]
  calc exp (-s) / √(pathSpread v w s) ≤ exp (-s) / (w * √s) := by gcongr
    _ = 1 / w * (exp (-(1 * s)) / √s) := by rw [one_mul]; ring
```

The pointwise estimate follows the derivation closely: `hup` is $D\le v^2s(1-2y)$, and `hroot` is $(1+y)\sqrt D\le v\sqrt s$, obtained by comparing squares.

```lean
/-- For `0 < w ≤ v` and `s > 0`, `v` times the integrand of the electron-phonon term is at least its
free-electron value `exp (-s) / √s` times the factor `1 + (1 - w²/v²)(1 - exp (-v s))/4`. -/
theorem integrand_enhancement {v w s : ℝ} (hw : 0 < w) (hwv : w ≤ v) (hs : 0 < s) :
    exp (-s) / √s * (1 + (1 - w ^ 2 / v ^ 2) / 4 * (1 - exp (-(v * s)))) ≤
      v * (exp (-s) / √(pathSpread v w s)) := by
  have hv : 0 < v := hw.trans_le hwv
  have hvw : 0 ≤ v ^ 2 - w ^ 2 := by nlinarith
  have hD : 0 < pathSpread v w s :=
    lt_of_lt_of_le (by positivity) (free_le_pathSpread hw hwv hs.le)
  have hu : exp (-(v * s)) ≤ 1 := exp_le_one_iff.2 (by nlinarith [mul_pos hv hs])
  obtain ⟨y, hy⟩ : ∃ y, y = (1 - w ^ 2 / v ^ 2) / 4 * (1 - exp (-(v * s))) := ⟨_, rfl⟩
  have hvy : v ^ 2 * y = (v ^ 2 - w ^ 2) * (1 - exp (-(v * s))) / 4 := by
    rw [hy]
    field_simp
  have hy0 : 0 ≤ y := by
    have h1 : w ^ 2 / v ^ 2 ≤ 1 := (div_le_one (by positivity)).2 (by linarith)
    rw [hy]
    exact mul_nonneg (by linarith) (by linarith)
  -- the retardation bound gives `D(s) ≤ v² s (1 - 2 y)`
  have hup : pathSpread v w s ≤ v ^ 2 * s * (1 - 2 * y) := by
    have h1 : (1 - exp (-(v * s))) / v ≤ s - s * (1 - exp (-(v * s))) / 2 := by
      rw [div_le_iff₀ hv]
      linarith [retardation_bound (mul_pos hv hs).le]
    have h2 := mul_le_mul_of_nonneg_left h1 hvw
    have h3 : v ^ 2 * s * (1 - 2 * y) = v ^ 2 * s - 2 * s * (v ^ 2 * y) := by ring
    rw [h3, hvy]
    unfold pathSpread
    rw [mul_div_assoc]
    linarith
  have hroot : (1 + y) * √(pathSpread v w s) ≤ v * √s := by
    apply (sq_le_sq₀ (by positivity) (by positivity)).1
    rw [mul_pow, mul_pow, Real.sq_sqrt hD.le, Real.sq_sqrt hs.le]
    have h1 := mul_le_mul_of_nonneg_left hup (sq_nonneg (1 + y))
    have h2 : 0 ≤ v ^ 2 * s * (3 * y ^ 2 + 2 * y ^ 3) := by positivity
    linarith
  rw [← hy, div_mul_eq_mul_div, ← mul_div_assoc,
    div_le_div_iff₀ (sqrt_pos.2 hs) (sqrt_pos.2 hD)]
  linarith [mul_le_mul_of_nonneg_left hroot (exp_pos (-s)).le]
```

## From the integrand to the energy

Integrating the pointwise estimate gives the lower bound on $A$. The product $e^{-s}e^{-vs}$ is merged into $e^{-(1+v)s}$, so that the integral formula applies twice.

```lean
/-- For `α ≥ 0` and `0 < w ≤ v`, the electron-phonon term exceeds `α` by at least
`α (1 - w²/v²)(1 - 1/√(1+v))/4`. -/
theorem interaction_gain {α v w : ℝ} (hα : 0 ≤ α) (hw : 0 < w) (hwv : w ≤ v) :
    α * (1 + (1 - w ^ 2 / v ^ 2) / 4 * (1 - 1 / √(1 + v))) ≤ interactionTerm α v w := by
  have hv : 0 < v := hw.trans_le hwv
  obtain ⟨c, hc⟩ : ∃ c, c = (1 - w ^ 2 / v ^ 2) / 4 := ⟨_, rfl⟩
  obtain ⟨i1, e1⟩ := free_path_integral one_pos
  obtain ⟨i2, e2⟩ := free_path_integral (show 0 < 1 + v by linarith)
  have hmono := setIntegral_mono_on ((i1.const_mul (1 + c)).sub (i2.const_mul c))
    ((integrable_interaction hw hwv).const_mul v) measurableSet_Ioi (fun s hs => by
      have h := integrand_enhancement hw hwv hs
      have he : exp (-((1 + v) * s)) = exp (-s) * exp (-(v * s)) := by
        rw [← exp_add]
        congr 1
        ring
      rw [← hc] at h
      simp only [Pi.sub_apply, he, one_mul]
      refine le_trans (le_of_eq ?_) h
      ring)
  simp only [Pi.sub_apply] at hmono
  rw [integral_sub (i1.const_mul (1 + c)) (i2.const_mul c), integral_const_mul,
    integral_const_mul, integral_const_mul, e1, e2, Real.sqrt_one] at hmono
  have hpi : 0 < √π := sqrt_pos.2 pi_pos
  have h := mul_le_mul_of_nonneg_left hmono (div_nonneg hα hpi.le)
  rw [← hc]
  unfold interactionTerm
  calc α * (1 + c * (1 - 1 / √(1 + v)))
      = α / √π * √π * (1 + c * (1 - 1 / √(1 + v))) := by rw [div_mul_cancel₀ _ hpi.ne']
    _ = α / √π * ((1 + c) * (√π / 1) - c * (√π / √(1 + v))) := by ring
    _ ≤ _ := h
    _ = _ := by ring
```

The main theorem takes $\alpha>0$, $w>0$, $v>w$ and the upper limit on $v-w$ as hypotheses. In the proof, `hαk` turns that limit into $3(v-w)\le\alpha(1-1/\sqrt{1+v})$, and `h2` is the identity behind the last line of the derivation.

```lean
/-- For `α, w > 0`, every `v > w` with `v - w ≤ (α/3)(1 - 1/√(1+w))` gives a Feynman energy
strictly below the Lee-Low-Pines energy `-α`. -/
theorem feynmanEnergy_lt_leeLowPines {α v w : ℝ} (hα : 0 < α) (hw : 0 < w) (hwv : w < v)
    (hwin : v - w ≤ α / 3 * (1 - 1 / √(1 + w))) : feynmanEnergy α v w < -α := by
  have hv : 0 < v := hw.trans hwv
  have hgain := interaction_gain hα.le hw hwv.le
  have hk : 1 / √(1 + v) ≤ 1 / √(1 + w) :=
    one_div_le_one_div_of_le (sqrt_pos.2 (by linarith)) (Real.sqrt_le_sqrt (by linarith))
  have hαk : 3 * (v - w) ≤ α * (1 - 1 / √(1 + v)) := by
    linarith [mul_le_mul_of_nonneg_left hk hα.le]
  have hδ : 0 ≤ 1 - w ^ 2 / v ^ 2 :=
    sub_nonneg.2 ((div_le_one (by positivity)).2 (by nlinarith))
  have h1 := mul_le_mul_of_nonneg_left hαk hδ
  -- the lower bound on the gain, minus the cost `3 (v - w)² / (4 v)`, in closed form
  have h2 : (1 - w ^ 2 / v ^ 2) * (3 * (v - w)) / 4 - 3 * (v - w) ^ 2 / (4 * v)
      = 3 * (v - w) ^ 2 * w / (4 * v ^ 2) := by
    field_simp
    ring
  have h3 : 0 < 3 * (v - w) ^ 2 * w / (4 * v ^ 2) := by
    have : 0 < v - w := sub_pos.2 hwv
    positivity
  unfold feynmanEnergy
  linarith
```

For each $\alpha>0$ and $w>0$ the allowed interval is non-empty, since $\sqrt{1+w}>1$. The existence theorem picks its upper end as $v$.

```lean
/-- For every coupling `α > 0` and every `w > 0` there is a `v > w` whose Feynman energy
lies strictly below the Lee-Low-Pines energy `-α`. -/
theorem exists_strict_improvement {α w : ℝ} (hα : 0 < α) (hw : 0 < w) :
    ∃ v, w < v ∧ feynmanEnergy α v w < -α := by
  have h1 : 1 < √(1 + w) := by
    rw [Real.lt_sqrt zero_le_one]
    linarith
  have h2 : 1 / √(1 + w) < 1 := (div_lt_one (by linarith)).2 h1
  have h3 : 0 < α / 3 * (1 - 1 / √(1 + w)) := mul_pos (by linarith) (by linarith)
  exact ⟨w + α / 3 * (1 - 1 / √(1 + w)), by linarith,
    feynmanEnergy_lt_leeLowPines hα hw (by linarith) (by linarith)⟩

end

end FeynmanPolaronWeakCoupling
```

```lean
#print axioms FeynmanPolaronWeakCoupling.feynmanEnergy_lt_leeLowPines
-- 'FeynmanPolaronWeakCoupling.feynmanEnergy_lt_leeLowPines' depends on axioms: [propext, Classical.choice, Quot.sound]
#print axioms FeynmanPolaronWeakCoupling.exists_strict_improvement
-- 'FeynmanPolaronWeakCoupling.exists_strict_improvement' depends on axioms: [propext, Classical.choice, Quot.sound]
```

## The slope at $v=w$ as an alternative statement

The improvement could also have been stated as a negative derivative $\partial E/\partial v$ at $v=w$. That would still give some $v>w$ with $E<-\alpha$, but no explicit interval for choosing a starting value. A direct proof would differentiate under the integral sign.
